# For symmetric property matrices, optimal pair rotations make the localisation functional converge and the next pair's gradient tend to zero

A localisation run for finitely many real orbitals and property matrices is modelled here by what each step achieves, not by how its angle is computed: step m rotates some pair of orbitals by an angle that is at least as good as every other real angle. The order of the pairs is arbitrary. The orbitals themselves are not stored; each step re-expresses the property matrices in the rotated orbitals.

## Finitely many real orbitals and matrices

The type `n` labels orbitals and `K` labels property matrices Q_k, for example the three position components in Foster–Boys localisation or symmetric atomic population matrices in Pipek–Mezey localisation. For exact arithmetic and finitely many real orbitals, the result applies to pair sweeps that use globally optimal angles, with either functional.

```lean
import Mathlib

open Matrix Filter Topology

namespace JacobiLocalisation

variable {n K : Type*} [Fintype n] [DecidableEq n] [Fintype K]
```

A rotation of orbitals p and q by the angle t gives

p′ = cos t · p + sin t · q
q′ = −sin t · p + cos t · q

and leaves the others alone. These orbitals are the columns of G = `jacobi p q t`, and `rotate` sends each Q_k to GᵀQ_kG.

```lean
/-- Coefficients of orbital `b` after orbitals `p` and `q` are mixed by the angle `t`. -/
noncomputable def orbital (p q : n) (t : ℝ) (b : n) : n → ℝ :=
  if b = p then Real.cos t • (Pi.single p 1 : n → ℝ) + Real.sin t • (Pi.single q 1 : n → ℝ)
  else if b = q then
    (-Real.sin t) • (Pi.single p 1 : n → ℝ) + Real.cos t • (Pi.single q 1 : n → ℝ)
  else Pi.single b 1

/-- The pair rotation matrix, whose columns are the rotated orbitals. -/
noncomputable def jacobi (p q : n) (t : ℝ) : Matrix n n ℝ :=
  Matrix.of fun a b => orbital p q t b a

/-- All property matrices expressed in the rotated orbitals. -/
noncomputable def rotate (p q : n) (t : ℝ) (Q : K → Matrix n n ℝ) : K → Matrix n n ℝ :=
  fun k => (jacobi p q t)ᵀ * Q k * jacobi p q t
```

Three numbers describe a set of matrices: the functional L, the weight W and the pair gradient B.

L = ∑_k ∑_a Q_k(a,a)²
W = ∑_k tr(Q_k²)
B = ∑_k Q_k(p,q) (Q_k(p,p) − Q_k(q,q))

Finiteness makes all three finite sums; with infinitely many matrices or orbitals, L and W could diverge.

```lean
/-- The localisation functional: the sum of squared diagonal elements of all matrices. -/
def localisation (Q : K → Matrix n n ℝ) : ℝ := ∑ k, ∑ a, (Q k a a) ^ 2

/-- The total weight: the sum of the traces of the squared matrices. -/
def weight (Q : K → Matrix n n ℝ) : ℝ := ∑ k, trace (Q k ^ 2)

/-- The pair gradient `B`, the sum of `Q_pq (Q_pp - Q_qq)` over all matrices. -/
def gradient (p q : n) (Q : K → Matrix n n ℝ) : ℝ :=
  ∑ k, Q k p q * (Q k p p - Q k q q)
```

The remaining hypotheses are the fields of `IsJacobiRun`, where `Q m k` is matrix k before step m.

```lean
/-- A Jacobi run: from symmetric matrices, step `m` rotates the distinct orbitals `p m` and `q m`
by an angle that maximises the localisation functional over all angles. -/
structure IsJacobiRun (Q : ℕ → K → Matrix n n ℝ) (p q : ℕ → n) : Prop where
  symm : ∀ k, (Q 0 k).IsSymm
  ne : ∀ m, p m ≠ q m
  step : ∀ m, ∃ t, Q (m + 1) = rotate (p m) (q m) t (Q m) ∧
    ∀ s, localisation (rotate (p m) (q m) s (Q m)) ≤
      localisation (rotate (p m) (q m) t (Q m))
```

## The two orbitals are distinct

The field `ne` says that a rotation mixes two different orbitals. Then p′ and q′ have squared length cos²t + sin²t = 1 and overlap −cos t sin t + sin t cos t = 0, so GᵀG = 1. The proof checks each matrix element by sorting both indices into p, q or a spectator.

If p = q were allowed, the definition would give the column (cos t + sin t) p, which is normalised only when sin 2t = 0. An optimal angle would then double Q_k(p,p) for every k, and repeated steps could raise L without bound.

```lean
/-- Rotating two distinct orbitals keeps the orbital set orthonormal. -/
theorem jacobi_orthogonal {p q : n} (hpq : p ≠ q) (t : ℝ) :
    (jacobi p q t)ᵀ * jacobi p q t = 1 := by
  have hqp := hpq.symm
  have hc : ∀ x : n, x = p ∨ x = q ∨ (x ≠ p ∧ x ≠ q ∧ p ≠ x ∧ q ≠ x) := by
    intro x
    by_cases h : x = p
    · exact .inl h
    · by_cases h' : x = q
      · exact .inr (.inl h')
      · exact .inr (.inr ⟨h, h', Ne.symm h, Ne.symm h'⟩)
  ext a b
  rw [show ((jacobi p q t)ᵀ * jacobi p q t) a b = orbital p q t a ⬝ᵥ orbital p q t b by
    simp only [Matrix.mul_apply, dotProduct, jacobi, Matrix.transpose_apply, Matrix.of_apply]]
  -- each of the two orbitals is `p`, `q` or a spectator
  rcases hc a with ha | ha | ⟨ha, ha', ha2, ha3⟩ <;>
  rcases hc b with hb | hb | ⟨hb, hb', hb2, hb3⟩ <;>
  simp [orbital, Matrix.one_apply, Pi.single_apply, *] <;>
  linarith [Real.sin_sq_add_cos_sq t, (if_congr eq_comm rfl rfl :
    (if b = a then (1 : ℝ) else 0) = if a = b then 1 else 0)]
```

## The matrices are symmetric

The field `symm` is required only at the start, because (GᵀQG)ᵀ = GᵀQG whenever Qᵀ = Q.

```lean
omit [Fintype K] in
/-- A pair rotation keeps the property matrices symmetric. -/
theorem rotate_symm (p q : n) (t : ℝ) {Q : K → Matrix n n ℝ} (hQ : ∀ k, (Q k).IsSymm) (k : K) :
    (rotate p q t Q k).IsSymm := by
  simp only [Matrix.IsSymm, rotate, Matrix.transpose_mul, Matrix.transpose_transpose,
    (hQ k).eq, Matrix.mul_assoc]
```

Since G is square, GGᵀ = 1 as well, and the weight is conserved:

tr(GᵀQG GᵀQG) = tr(GᵀQ²G) = tr(Q²).

```lean
/-- The total weight is invariant under rotations of two distinct orbitals. -/
theorem weight_rotate {p q : n} (hpq : p ≠ q) (t : ℝ) (Q : K → Matrix n n ℝ) :
    weight (rotate p q t Q) = weight Q := by
  have hG : jacobi p q t * (jacobi p q t)ᵀ = 1 := mul_eq_one_comm.mp (jacobi_orthogonal hpq t)
  refine Finset.sum_congr rfl fun k _ => ?_
  have h : rotate p q t Q k ^ 2 =
      (jacobi p q t)ᵀ * Q k * (jacobi p q t * (jacobi p q t)ᵀ) * Q k * jacobi p q t := by
    rw [sq]
    simp only [rotate, Matrix.mul_assoc]
  rw [h, hG, Matrix.mul_one, Matrix.trace_mul_comm, Matrix.mul_assoc (jacobi p q t)ᵀ,
    ← Matrix.mul_assoc (jacobi p q t), hG, Matrix.one_mul, sq]
```

Symmetry turns the weight into a bound, as tr(Q²) = ∑_ab Q(a,b)² ≥ ∑_a Q(a,a)². Without it the bound fails: the matrix with rows (0, 1) and (−1, 0) has L = 0 but W = −2.

```lean
/-- For symmetric matrices the localisation functional is at most the total weight. -/
theorem localisation_le_weight {Q : K → Matrix n n ℝ} (hQ : ∀ k, (Q k).IsSymm) :
    localisation Q ≤ weight Q := by
  refine Finset.sum_le_sum fun k _ => ?_
  have e : Q k ^ 2 = Q k * Q k := sq _
  rw [e, Matrix.trace]
  refine Finset.sum_le_sum fun a _ => ?_
  rw [Matrix.diag_apply, Matrix.mul_apply, sq]
  refine Finset.single_le_sum (f := fun b => Q k a b * Q k b a) (fun b _ => ?_)
    (Finset.mem_univ a)
  change 0 ≤ Q k a b * Q k b a
  rw [(hQ k).apply a b]
  exact mul_self_nonneg _
```

Symmetry also merges the two cross terms in the rotated diagonals. Write x, y, c for Q_k(p,p), Q_k(q,q), Q_k(p,q). Then

x′ = cos²t · x + 2 cos t sin t · c + sin²t · y
y′ = sin²t · x − 2 cos t sin t · c + cos²t · y.

In the proof, `hd` writes a diagonal element as an expectation value, `hf` expands it, and `ho` shows that spectators do not change.

```lean
/-- For symmetric matrices and distinct orbitals `p` and `q`, the localisation functional after a
pair rotation, written in terms of the matrix elements before it. -/
theorem localisation_rotate {p q : n} (hpq : p ≠ q) {Q : K → Matrix n n ℝ}
    (hQ : ∀ k, (Q k).IsSymm) (t : ℝ) :
    localisation (rotate p q t Q) = localisation Q + ∑ k,
      ((Real.cos t ^ 2 * Q k p p + 2 * Real.cos t * Real.sin t * Q k p q
          + Real.sin t ^ 2 * Q k q q) ^ 2
        + (Real.sin t ^ 2 * Q k p p - 2 * Real.cos t * Real.sin t * Q k p q
          + Real.cos t ^ 2 * Q k q q) ^ 2 - Q k p p ^ 2 - Q k q q ^ 2) := by
  unfold localisation
  rw [← Finset.sum_add_distrib]
  refine Finset.sum_congr rfl fun k _ => ?_
  have hs : Q k q p = Q k p q := (hQ k).apply p q
  -- a diagonal element is the expectation value in the rotated orbital
  have hd : ∀ b, rotate p q t Q k b b = orbital p q t b ⬝ᵥ (Q k *ᵥ orbital p q t b) := by
    intro b
    rw [show rotate p q t Q k b b = ((jacobi p q t)ᵀ * (Q k * jacobi p q t)) b b by
      simp only [rotate, Matrix.mul_assoc]]
    simp only [Matrix.mul_apply, dotProduct, Matrix.mulVec,
      Matrix.transpose_apply, jacobi, Matrix.of_apply]
  have hf : ∀ x y : ℝ, (x • (Pi.single p 1 : n → ℝ) + y • (Pi.single q 1 : n → ℝ)) ⬝ᵥ
      (Q k *ᵥ (x • (Pi.single p 1 : n → ℝ) + y • (Pi.single q 1 : n → ℝ))) =
      x ^ 2 * Q k p p + 2 * x * y * Q k p q + y ^ 2 * Q k q q := by
    intro x y
    simp only [Matrix.mulVec_add, Matrix.mulVec_smul, add_dotProduct, dotProduct_add,
      smul_dotProduct, dotProduct_smul, Matrix.mulVec_single_one, single_one_dotProduct,
      Matrix.col_apply, smul_eq_mul, hs]
    ring
  have hp := hd p
  have hq := hd q
  simp only [orbital, ↓reduceIte, hf] at hp
  simp only [orbital, hpq.symm, ↓reduceIte, hf] at hq
  have ho : ∀ b, b ≠ p ∧ b ≠ q → rotate p q t Q k b b = Q k b b := by
    intro b hb
    rw [hd]
    simp [orbital, hb.1, hb.2]
  have hsum := Fintype.sum_eq_add (f := fun b => rotate p q t Q k b b ^ 2 - Q k b b ^ 2)
    p q hpq (fun b hb => by simp [ho b hb])
  simp only [Finset.sum_sub_distrib] at hsum
  rw [hp, hq] at hsum
  linarith
```

Here x′ + y′ = x + y and x′ − y′ = (x − y) cos 2t + 2c sin 2t. Inserting these into x′² + y′² = ½(x′ + y′)² + ½(x′ − y′)² and summing over k gives, with L(t) for the functional after a rotation by t,

L(t) − L(0) = A (1 − cos 4t) + B sin 4t
A = ∑_k (c² − (x − y)²/4).

The slope at t = 0 is therefore 4B, which identifies B as a gradient. The Lean proof differentiates the unsimplified diagonals instead.

```lean
/-- For symmetric matrices and two distinct orbitals, the slope of the localisation functional at
zero rotation angle is four times `B`. -/
theorem hasDerivAt_localisation {p q : n} (hpq : p ≠ q) {Q : K → Matrix n n ℝ}
    (hQ : ∀ k, (Q k).IsSymm) :
    HasDerivAt (fun t => localisation (rotate p q t Q)) (4 * gradient p q Q) 0 := by
  simp only [localisation_rotate hpq hQ, gradient, Finset.mul_sum]
  refine (HasDerivAt.fun_sum fun k _ => ?_).const_add _
  have hc := Real.hasDerivAt_cos 0
  have hs := Real.hasDerivAt_sin 0
  have hm := ((hc.const_mul 2).fun_mul hs).mul_const (Q k p q)
  have h1 := (((hc.fun_pow 2).mul_const (Q k p p)).fun_add hm).fun_add
    ((hs.fun_pow 2).mul_const (Q k q q))
  have h2 := (((hs.fun_pow 2).mul_const (Q k p p)).fun_sub hm).fun_add
    ((hc.fun_pow 2).mul_const (Q k q q))
  refine ((((h1.fun_pow 2).fun_add (h2.fun_pow 2)).sub_const _).sub_const _).congr_deriv ?_
  simp only [Real.cos_zero, Real.sin_zero, Nat.cast_ofNat, show (2 : ℕ) - 1 = 1 from rfl, pow_one]
  ring
```

## The angle is globally optimal

The field `step` supplies an angle t with L(s) ≤ L(t) for all s. Comparing it with s = 0 shows that L never decreases. Comparing it with a suitable trial angle bounds the gain g = L(t) − L(0) from below.

Let r = √(A² + B²), and choose θ with −A = r cos θ and B = r sin θ. The trial angle θ/4 gains

A − A cos θ + B sin θ = A + r,

so 0 ≤ r + A ≤ g. Also (x − y)²/2 ≤ x² + y², hence −2A ≤ L(0), and

r − A = (r + A) − 2A ≤ g + L(0) = L(t) ≤ W ≤ 2W.

Multiplying the two estimates gives

B² = (r − A)(r + A) ≤ 2W g.

The factor 2 is slack: the same steps give B² ≤ W g, but the weaker form is enough for the limit.

In the proof, `gain` is the formula in 4t, `hAW` bounds −2A, `Complex.arg` supplies θ, and `hg` evaluates the trial gain.

Without optimality, choosing angle zero at every step would satisfy the other conditions and leave a nonzero B unchanged for ever.

```lean
/-- For symmetric matrices, an optimal rotation of two distinct orbitals raises the localisation
functional by at least `B ^ 2` over twice the total weight, stated without division. -/
theorem sq_gradient_le {p q : n} (hpq : p ≠ q) {Q : K → Matrix n n ℝ}
    (hQ : ∀ k, (Q k).IsSymm) {t : ℝ}
    (ht : ∀ s, localisation (rotate p q s Q) ≤ localisation (rotate p q t Q)) :
    gradient p q Q ^ 2 ≤
      2 * weight Q * (localisation (rotate p q t Q) - localisation Q) := by
  obtain ⟨A, hA⟩ : ∃ A, A = ∑ k, (Q k p q ^ 2 - (Q k p p - Q k q q) ^ 2 / 4) := ⟨_, rfl⟩
  have gain : ∀ s, localisation (rotate p q s Q) = localisation Q +
      (A * (1 - Real.cos (4 * s)) + gradient p q Q * Real.sin (4 * s)) := by
    intro s
    rw [localisation_rotate hpq hQ, hA, gradient, Finset.sum_mul, Finset.sum_mul,
      ← Finset.sum_add_distrib]
    congr 1
    refine Finset.sum_congr rfl fun k _ => ?_
    have hs : Real.sin s ^ 2 = 1 - Real.cos s ^ 2 := by linarith [Real.sin_sq_add_cos_sq s]
    rw [show 4 * s = 2 * (2 * s) by ring, Real.cos_two_mul (2 * s), Real.sin_two_mul (2 * s),
      Real.cos_two_mul s, Real.sin_two_mul s, hs]
    linear_combination 8 * Real.cos s ^ 2 * Q k p q ^ 2 * hs
  have hL : 0 ≤ localisation Q :=
    Finset.sum_nonneg fun k _ => Finset.sum_nonneg fun a _ => sq_nonneg _
  have hW := localisation_le_weight hQ
  have hW' := localisation_le_weight (rotate_symm p q t hQ)
  rw [weight_rotate hpq] at hW'
  have hAW : -2 * A ≤ localisation Q := by
    rw [hA, Finset.mul_sum]
    refine Finset.sum_le_sum fun k _ => ?_
    have h := Finset.sum_le_sum_of_subset_of_nonneg (f := fun a => Q k a a ^ 2)
      (Finset.subset_univ {p, q}) (fun a _ _ => sq_nonneg _)
    rw [Finset.sum_pair hpq] at h
    nlinarith [sq_nonneg (Q k p p + Q k q q), sq_nonneg (Q k p q)]
  -- the trial angle is a quarter of the phase of `-A + iB`
  obtain ⟨B, hB⟩ : ∃ B, B = gradient p q Q := ⟨_, rfl⟩
  have hre := Complex.norm_mul_cos_arg ⟨-A, B⟩
  have him := Complex.norm_mul_sin_arg ⟨-A, B⟩
  have hr0 := norm_nonneg (⟨-A, B⟩ : ℂ)
  have htrial := ht (Complex.arg ⟨-A, B⟩ / 4)
  rw [gain (Complex.arg ⟨-A, B⟩ / 4), ← hB,
    show 4 * (Complex.arg ⟨-A, B⟩ / 4) = Complex.arg ⟨-A, B⟩ by ring] at htrial
  rw [← hB]
  have hcs := Real.sin_sq_add_cos_sq (Complex.arg ⟨-A, B⟩)
  generalize Complex.arg ⟨-A, B⟩ = θ at *
  generalize ‖(⟨-A, B⟩ : ℂ)‖ = r at *
  dsimp only at hre him
  have hr : r ^ 2 = A ^ 2 + B ^ 2 := by
    linear_combination (-r ^ 2) * hcs + (r * Real.cos θ - A) * hre + (r * Real.sin θ + B) * him
  have hg : A * (1 - Real.cos θ) + B * Real.sin θ = A + r := by
    linear_combination r * hcs - Real.cos θ * hre - Real.sin θ * him
  have hpos : 0 ≤ r + A := by
    by_contra h
    have h' : r + A < 0 := lt_of_not_ge h
    nlinarith [mul_pos (neg_pos.2 h') (show 0 < r - A by linarith), sq_nonneg B]
  calc B ^ 2 = (r - A) * (r + A) := by linear_combination -hr
    _ ≤ 2 * weight Q * (localisation (rotate p q t Q) - localisation Q) :=
      mul_le_mul (by linarith) (by linarith) hpos (by linarith)
```

Such angles always exist: L(t) is continuous and 2π-periodic, so it attains its maximum. Choosing one at each step builds a run from any symmetric start and any sequence of pairs, each made of two distinct orbitals.

```lean
/-- Every symmetric starting set and every sequence of pairs of distinct orbitals admits a
Jacobi run. -/
theorem exists_jacobi_run (Q₀ : K → Matrix n n ℝ) (hQ : ∀ k, (Q₀ k).IsSymm) (p q : ℕ → n)
    (hpq : ∀ m, p m ≠ q m) : ∃ Q, Q 0 = Q₀ ∧ IsJacobiRun Q p q := by
  have hang : ∀ (m : ℕ) (R : K → Matrix n n ℝ), ∃ t, (∀ k, (R k).IsSymm) →
      ∀ s, localisation (rotate (p m) (q m) s R) ≤ localisation (rotate (p m) (q m) t R) := by
    intro m R
    by_cases hR : ∀ k, (R k).IsSymm
    · -- a continuous periodic function of the angle attains its maximum
      have hc : Continuous fun t => localisation (rotate (p m) (q m) t R) := by
        simp only [localisation_rotate (hpq m) hR]
        fun_prop
      have hper : Function.Periodic (fun t => localisation (rotate (p m) (q m) t R))
          (2 * Real.pi) := by
        intro t
        simp only [localisation_rotate (hpq m) hR, Real.cos_add_two_pi, Real.sin_add_two_pi]
      obtain ⟨_, ⟨t, rfl⟩, ht⟩ := (hper.compact_of_continuous Real.two_pi_pos.ne'
        hc).exists_isGreatest (Set.range_nonempty _)
      exact ⟨t, fun _ s => ht ⟨s, rfl⟩⟩
    · exact ⟨0, fun h => absurd h hR⟩
  choose t ht using hang
  let Q : ℕ → K → Matrix n n ℝ := fun m =>
    Nat.rec Q₀ (fun m R => rotate (p m) (q m) (t m R) R) m
  have hstep : ∀ m, Q (m + 1) = rotate (p m) (q m) (t m (Q m)) (Q m) := fun _ => rfl
  have hsymm : ∀ m k, (Q m k).IsSymm := by
    intro m
    induction m with
    | zero => exact hQ
    | succ m ih =>
      rw [hstep]
      exact rotate_symm _ _ _ ih
  exact ⟨Q, rfl, hQ, hpq, fun m => ⟨t m (Q m), hstep m, ht m (Q m) (hsymm m)⟩⟩
```

## What the conditions give together

By induction (`inv`), symmetry and W persist along the run. Thus L is nondecreasing and at most the initial W, so it converges. Its successive gains g_m tend to zero, and

0 ≤ B_m² ≤ 2W g_m

forces B_m → 0, where B_m belongs to the pair about to be rotated at step m. The proof squeezes B_m² in this way (`key`, `squeeze_zero`) and takes a square root.

The theorem does not give convergence of the orbitals or a global maximum of L. Nor does it control the other pairs: a pair that is never selected may keep a large gradient.

```lean
/-- Along any Jacobi run the localisation functional is nondecreasing, bounded by the initial
total weight and convergent, and the gradient of the pair about to be rotated tends to zero. -/
theorem jacobi_run_convergence {Q : ℕ → K → Matrix n n ℝ} {p q : ℕ → n}
    (h : IsJacobiRun Q p q) :
    Monotone (fun m => localisation (Q m)) ∧
    (∀ m, localisation (Q m) ≤ weight (Q 0)) ∧
    (∃ l, Tendsto (fun m => localisation (Q m)) atTop (𝓝 l)) ∧
    Tendsto (fun m => gradient (p m) (q m) (Q m)) atTop (𝓝 0) := by
  have inv : ∀ m, (∀ k, (Q m k).IsSymm) ∧ weight (Q m) = weight (Q 0) := by
    intro m
    induction m with
    | zero => exact ⟨h.symm, rfl⟩
    | succ m ih =>
      obtain ⟨t, ht, -⟩ := h.step m
      rw [ht]
      exact ⟨rotate_symm _ _ _ ih.1, (weight_rotate (h.ne m) t _).trans ih.2⟩
  have mono : Monotone (fun m => localisation (Q m)) := by
    refine monotone_nat_of_le_succ fun m => ?_
    obtain ⟨t, ht, hopt⟩ := h.step m
    have h0 : localisation (rotate (p m) (q m) 0 (Q m)) = localisation (Q m) := by
      rw [localisation_rotate (h.ne m) (inv m).1]
      simp
    rw [ht, ← h0]
    exact hopt 0
  have bdd : ∀ m, localisation (Q m) ≤ weight (Q 0) := fun m =>
    (localisation_le_weight (inv m).1).trans_eq (inv m).2
  have key : ∀ m, gradient (p m) (q m) (Q m) ^ 2 ≤
      2 * weight (Q 0) * (localisation (Q (m + 1)) - localisation (Q m)) := by
    intro m
    obtain ⟨t, ht, hopt⟩ := h.step m
    rw [ht, ← (inv m).2]
    exact sq_gradient_le (h.ne m) (inv m).1 hopt
  have lim := tendsto_atTop_ciSup mono ⟨weight (Q 0), by rintro _ ⟨m, rfl⟩; exact bdd m⟩
  refine ⟨mono, bdd, ⟨_, lim⟩, ?_⟩
  -- the gains of a convergent sequence tend to zero, and `2W` times the gain bounds `B ^ 2`
  have gains := ((lim.comp (tendsto_add_atTop_nat 1)).sub lim).const_mul (2 * weight (Q 0))
  rw [sub_self, mul_zero] at gains
  have hsq := (squeeze_zero (fun m => sq_nonneg _) key gains).sqrt
  simp only [Real.sqrt_sq_eq_abs, Real.sqrt_zero] at hsq
  exact (tendsto_zero_iff_abs_tendsto_zero _).2 hsq

end JacobiLocalisation
```

```lean
#print axioms JacobiLocalisation.localisation_rotate
#print axioms JacobiLocalisation.hasDerivAt_localisation
#print axioms JacobiLocalisation.exists_jacobi_run
#print axioms JacobiLocalisation.jacobi_run_convergence
```

```
'JacobiLocalisation.localisation_rotate' depends on axioms: [propext, Classical.choice, Quot.sound]
'JacobiLocalisation.hasDerivAt_localisation' depends on axioms: [propext, Classical.choice, Quot.sound]
'JacobiLocalisation.exists_jacobi_run' depends on axioms: [propext, Classical.choice, Quot.sound]
'JacobiLocalisation.jacobi_run_convergence' depends on axioms: [propext, Classical.choice, Quot.sound]
```
